# A separable measurement perfectly distinguishes at most n maximally entangled states of $\mathbb C^n\otimes\mathbb C^n$

Call a pure state of $\mathbb C^n\otimes\mathbb C^n$ maximally entangled if both its reduced matrices are $I/n$. Call a POVM separable if each element is a finite sum of products $A\otimes B$ with $A,B$ positive semidefinite. Suppose one of the states $\psi_1,\dots,\psi_N$ is prepared, all of them maximally entangled, and outcome $k$ of a separable POVM $E_1,\dots,E_N$ is read as "it was $\psi_k$". I believe that
$$\sum_k\langle\psi_k,E_k\psi_k\rangle\le n,$$
so that $n+1$ such states are never identified with certainty, even if they are orthogonal. Can this be made rigorous and checked by machine?

## Each outcome is bounded by its trace

Yes, and slightly more generally: take $\psi\in\mathbb C^m\otimes\mathbb C^n$, with $m\ge1$, and require only that the first reduced matrix be $I/m$. Write $C_{ij}=\psi(i,j)$, so that this condition reads $CC^*=I/m$. Let $\|K\|^2=\sum_{aj}|K_{aj}|^2=\operatorname{tr}K^*K$.

For a product element, factor $A=L^*L$ and $B=M^*M$. Then $\langle\psi,(A\otimes B)\psi\rangle=\|(L\otimes M)\psi\|^2$, and
$$((L\otimes M)\psi)(a,b)=\sum_{i,j}L_{ai}M_{bj}C_{ij}=\sum_j(LC)_{aj}M_{bj}.$$
Cauchy-Schwarz in $j$, followed by summation over $a$ and $b$, gives
$$\|(L\otimes M)\psi\|^2\le\|LC\|^2\|M\|^2.$$
The entanglement enters through
$$\|LC\|^2=\operatorname{tr}(LCC^*L^*)=\|L\|^2/m.$$
Since $\|L\|^2\|M\|^2=\operatorname{tr}A\,\operatorname{tr}B$, the probability is at most $\operatorname{tr}(A\otimes B)/m$. Both sides are additive, so $\langle\psi,E\psi\rangle\le\operatorname{tr}E/m$ for every separable $E$. Summing over the POVM,
$$\sum_k\langle\psi_k,E_k\psi_k\rangle\le\frac{\operatorname{tr}I}{m}=\frac{mn}{m}=n.$$
If all $N$ probabilities were 1, this would say $N\le n$.

The bound is attained. For $k\in\mathbb Z/d$ let $\psi_k=d^{-1/2}\sum_i|i,i+k\rangle$ and $P_k=\sum_i|i\rangle\langle i|\otimes|i+k\rangle\langle i+k|$. The first reduced matrix of $\psi_k$ is $I/d$, the $P_k$ sum to $I$, and $P_k\psi_k=\psi_k$. Both parties measure in the computational basis and compare results.

At $d=1$ there is one state and one outcome. At $d=2$ the two states are the Bell states $(|00\rangle+|11\rangle)/\sqrt2$ and $(|01\rangle+|10\rangle)/\sqrt2$; three Bell states, though orthogonal, already exceed the limit.

```lean
import Mathlib

open Matrix
open scoped Kronecker ComplexOrder

namespace LocalDiscriminationLimit

noncomputable section

variable {m n κ : Type*} [Fintype m] [Fintype n] [Fintype κ] [DecidableEq m] [DecidableEq n]

/-- The reduced matrix of the first party: the partial trace of `ψ ψ*` over the second. -/
def reducedFirst (ψ : m × n → ℂ) : Matrix m m ℂ :=
  Matrix.of fun i k => ∑ j, ψ (i, j) * star (ψ (k, j))

/-- The first party's reduced matrix is the maximally mixed matrix `I / m`. -/
def IsLocallyMixed (ψ : m × n → ℂ) : Prop :=
  reducedFirst ψ = (Fintype.card m : ℂ)⁻¹ • (1 : Matrix m m ℂ)

/-- The probability `⟨ψ, E ψ⟩` of the outcome with POVM element `E` in the state `ψ`. -/
def born (ψ : m × n → ℂ) (E : Matrix (m × n) (m × n) ℂ) : ℝ :=
  (star ψ ⬝ᵥ E *ᵥ ψ).re

/-- The separable operators: finite sums of products `A ⊗ B` of positive semidefinite
matrices. -/
def separableCone (m n : Type*) [Fintype m] [Fintype n] :
    AddSubmonoid (Matrix (m × n) (m × n) ℂ) :=
  AddSubmonoid.closure
    {X | ∃ (A : Matrix m m ℂ) (B : Matrix n n ℂ), A.PosSemidef ∧ B.PosSemidef ∧ X = A ⊗ₖ B}

/-- A POVM all of whose elements are separable operators. -/
def IsSeparablePOVM (E : κ → Matrix (m × n) (m × n) ℂ) : Prop :=
  (∀ k, E k ∈ separableCone m n) ∧ ∑ k, E k = 1

/-- The squared Hilbert-Schmidt norm of a matrix. -/
def hsNormSq {p q : Type*} [Fintype p] [Fintype q] (K : Matrix p q ℂ) : ℝ :=
  ∑ a, ∑ j, ‖K a j‖ ^ 2

/-- The trace of `K* K` is the squared Hilbert-Schmidt norm of `K`. -/
theorem trace_gram {p q : Type*} [Fintype p] [Fintype q] (K : Matrix p q ℂ) :
    (Kᴴ * K).trace = (hsNormSq K : ℂ) := by
  simp only [Matrix.trace, Matrix.diag_apply, Matrix.mul_apply, Matrix.conjTranspose_apply,
    hsNormSq]
  rw [Finset.sum_comm]
  push_cast
  exact Finset.sum_congr rfl fun a _ => Finset.sum_congr rfl fun j _ => Complex.conj_mul' _

omit [DecidableEq m] [DecidableEq n] in
/-- The probability of an outcome with element `K* K` is the squared length of `K ψ`. -/
theorem born_gram (ψ : m × n → ℂ) (K : Matrix (m × n) (m × n) ℂ) :
    born ψ (Kᴴ * K) = ∑ p, ‖(K *ᵥ ψ) p‖ ^ 2 := by
  unfold born
  rw [← Matrix.mulVec_mulVec, Matrix.dotProduct_mulVec, ← Matrix.star_mulVec]
  simp only [dotProduct, Complex.re_sum, Pi.star_apply]
  refine Finset.sum_congr rfl fun p _ => ?_
  rw [Complex.sq_norm, Complex.normSq_apply]
  simp only [Complex.star_def, Complex.mul_re, Complex.conj_re, Complex.conj_im]
  ring

open scoped MatrixOrder Matrix.Norms.L2Operator in
/-- Every positive semidefinite matrix has the form `L* L`. -/
theorem exists_gram {A : Matrix m m ℂ} (hA : A.PosSemidef) : ∃ L : Matrix m m ℂ, A = Lᴴ * L :=
  CStarAlgebra.nonneg_iff_eq_star_mul_self.mp (Matrix.nonneg_iff_posSemidef.mpr hA)

/-- The coefficient matrix of a bipartite state. -/
def coeff (ψ : m × n → ℂ) : Matrix m n ℂ :=
  Matrix.of fun i j => ψ (i, j)

omit [DecidableEq n] in
/-- If the first reduced matrix is `I / m`, multiplying the coefficient matrix by `L` gives a
matrix of squared norm `‖L‖² / m`. -/
theorem hsNormSq_mul_coeff {ψ : m × n → ℂ} (hψ : IsLocallyMixed ψ) (L : Matrix m m ℂ) :
    hsNormSq (L * coeff ψ) = hsNormSq L / Fintype.card m := by
  have hCC : coeff ψ * (coeff ψ)ᴴ = (Fintype.card m : ℂ)⁻¹ • (1 : Matrix m m ℂ) := by
    unfold IsLocallyMixed at hψ
    rw [← hψ]
    ext i k
    simp [coeff, reducedFirst, Matrix.mul_apply]
  apply Complex.ofReal_injective
  rw [← trace_gram, Matrix.trace_mul_comm, Matrix.conjTranspose_mul, Matrix.mul_assoc,
    ← Matrix.mul_assoc (coeff ψ), hCC, Matrix.smul_mul, Matrix.one_mul, Matrix.mul_smul,
    Matrix.trace_smul, Matrix.trace_mul_comm, trace_gram, smul_eq_mul]
  push_cast
  ring

omit [DecidableEq m] [DecidableEq n] in
/-- The squared length of `(L ⊗ M) ψ` is at most `‖L C‖² ‖M‖²`, with `C` the coefficient matrix
of `ψ`. -/
theorem sum_kronecker_le (ψ : m × n → ℂ) (L : Matrix m m ℂ) (M : Matrix n n ℂ) :
    ∑ p, ‖((L ⊗ₖ M) *ᵥ ψ) p‖ ^ 2 ≤ hsNormSq (L * coeff ψ) * hsNormSq M := by
  have hK : ∀ a b, ((L ⊗ₖ M) *ᵥ ψ) (a, b) = ∑ j, (L * coeff ψ) a j * M b j := by
    intro a b
    simp only [Matrix.mulVec, dotProduct, Fintype.sum_prod_type, Matrix.kroneckerMap_apply,
      Matrix.mul_apply, Finset.sum_mul, coeff, Matrix.of_apply]
    rw [Finset.sum_comm]
    exact Finset.sum_congr rfl fun j _ => Finset.sum_congr rfl fun i _ => by ring
  rw [Fintype.sum_prod_type]
  unfold hsNormSq
  rw [Finset.sum_mul_sum]
  -- Cauchy-Schwarz for each pair of indices
  refine Finset.sum_le_sum fun a _ => Finset.sum_le_sum fun b _ => ?_
  rw [hK]
  refine le_trans (pow_le_pow_left₀ (norm_nonneg _) (norm_sum_le _ _) 2) ?_
  simp only [norm_mul]
  exact Finset.sum_mul_sq_le_sq_mul_sq _ _ _

/-- In a state with first reduced matrix `I / m`, a product element `A ⊗ B` has probability at
most `tr (A ⊗ B) / m`. -/
theorem born_product_le {ψ : m × n → ℂ} (hψ : IsLocallyMixed ψ) {A : Matrix m m ℂ}
    {B : Matrix n n ℂ} (hA : A.PosSemidef) (hB : B.PosSemidef) :
    born ψ (A ⊗ₖ B) ≤ (A ⊗ₖ B).trace.re / Fintype.card m := by
  obtain ⟨L, hL⟩ := exists_gram hA
  obtain ⟨M, hM⟩ := exists_gram hB
  have hT : (A ⊗ₖ B).trace.re = hsNormSq L * hsNormSq M := by
    rw [Matrix.trace_kronecker, hL, hM, trace_gram, trace_gram, ← Complex.ofReal_mul,
      Complex.ofReal_re]
  have hAB : A ⊗ₖ B = (L ⊗ₖ M)ᴴ * (L ⊗ₖ M) := by
    rw [hL, hM, Matrix.mul_kronecker_mul, Matrix.conjTranspose_kronecker]
  have hle := sum_kronecker_le ψ L M
  rw [hsNormSq_mul_coeff hψ, div_mul_eq_mul_div] at hle
  rw [hT, hAB, born_gram]
  exact hle

/-- In a state with first reduced matrix `I / m`, a separable element `E` has probability at
most `tr E / m`. -/
theorem born_separable_le {ψ : m × n → ℂ} (hψ : IsLocallyMixed ψ)
    {E : Matrix (m × n) (m × n) ℂ} (hE : E ∈ separableCone m n) :
    born ψ E ≤ E.trace.re / Fintype.card m := by
  unfold separableCone at hE
  induction hE using AddSubmonoid.closure_induction with
  | mem X hX =>
    obtain ⟨A, B, hA, hB, rfl⟩ := hX
    exact born_product_le hψ hA hB
  | zero => simp [born]
  | add X Y _ _ hX hY =>
    have h : born ψ (X + Y) = born ψ X + born ψ Y := by
      simp only [born, Matrix.add_mulVec, dotProduct_add, Complex.add_re]
    rw [h, Matrix.trace_add, Complex.add_re, add_div]
    exact add_le_add hX hY

/-- For states of `C^m ⊗ C^n` with first reduced matrix `I / m` and a separable POVM, the success
probabilities add up to at most `n`. -/
theorem sum_born_le [Nonempty m] {ψ : κ → m × n → ℂ} {E : κ → Matrix (m × n) (m × n) ℂ}
    (hψ : ∀ k, IsLocallyMixed (ψ k)) (hE : IsSeparablePOVM E) :
    ∑ k, born (ψ k) (E k) ≤ Fintype.card n := by
  have hm : (Fintype.card m : ℝ) ≠ 0 := Nat.cast_ne_zero.mpr Fintype.card_ne_zero
  calc ∑ k, born (ψ k) (E k) ≤ ∑ k, (E k).trace.re / Fintype.card m :=
        Finset.sum_le_sum fun k _ => born_separable_le (hψ k) (hE.1 k)
    _ = Fintype.card n := by
        -- the POVM elements sum to the identity, of trace `m n`
        rw [← Finset.sum_div, ← Complex.re_sum, ← Matrix.trace_sum, hE.2, Matrix.trace_one,
          Fintype.card_prod, Complex.natCast_re, Nat.cast_mul, mul_div_cancel_left₀ _ hm]

/-- More than `n` states of `C^m ⊗ C^n` with first reduced matrix `I / m` are never perfectly
distinguished by a separable POVM. -/
theorem no_perfect_discrimination [Nonempty m] {ψ : κ → m × n → ℂ}
    {E : κ → Matrix (m × n) (m × n) ℂ} (hψ : ∀ k, IsLocallyMixed (ψ k))
    (hE : IsSeparablePOVM E) (hN : Fintype.card n < Fintype.card κ) :
    ¬ ∀ k, born (ψ k) (E k) = 1 := by
  intro h
  have hle := sum_born_le hψ hE
  simp only [h, Finset.sum_const, Finset.card_univ, nsmul_eq_mul, mul_one] at hle
  exact absurd (Nat.cast_le.mp hle) (not_le_of_gt hN)

/-- The shifted state `d^(-1/2) ∑ i, |i, i + k⟩` of two `d`-level systems. -/
def shiftState (d : ℕ) (k : ZMod d) : ZMod d × ZMod d → ℂ :=
  fun p => if p.2 = p.1 + k then ((√(d : ℝ) : ℝ) : ℂ)⁻¹ else 0

/-- The projector onto the basis states `|i, j⟩` with `j = i + k`. -/
def shiftTest (d : ℕ) (k : ZMod d) : Matrix (ZMod d × ZMod d) (ZMod d × ZMod d) ℂ :=
  Matrix.diagonal fun p => if p.2 = p.1 + k then 1 else 0

/-- The `d` shifted states have first reduced matrix `I / d`, and the projectors `shiftTest` form a
separable POVM that distinguishes them perfectly. -/
theorem shiftState_witness (d : ℕ) [NeZero d] :
    (∀ k, IsLocallyMixed (shiftState d k)) ∧ IsSeparablePOVM (shiftTest d) ∧
      ∀ k, born (shiftState d k) (shiftTest d k) = 1 := by
  have hs : ((√(d : ℝ) : ℝ) : ℂ)⁻¹ * ((√(d : ℝ) : ℝ) : ℂ)⁻¹ = (d : ℂ)⁻¹ := by
    rw [← mul_inv, ← Complex.ofReal_mul, Real.mul_self_sqrt (Nat.cast_nonneg d),
      Complex.ofReal_natCast]
  have hmix : ∀ k, IsLocallyMixed (shiftState d k) := by
    intro k
    unfold IsLocallyMixed
    ext i i'
    by_cases h : i = i'
    · subst h
      simp [reducedFirst, shiftState, ite_mul, hs, ZMod.card]
    · simp [reducedFirst, shiftState, ite_mul, h]
  refine ⟨hmix, ⟨fun k => ?_, ?_⟩, fun k => ?_⟩
  · -- each test is a sum of products of basis projectors
    have hsum : shiftTest d k = ∑ i : ZMod d,
        (Matrix.diagonal fun x : ZMod d => if x = i then (1 : ℂ) else 0) ⊗ₖ
          (Matrix.diagonal fun y : ZMod d => if y = i + k then (1 : ℂ) else 0) := by
      simp only [Matrix.diagonal_kronecker_diagonal]
      ext p q
      by_cases h : p = q
      · subst h
        simp only [shiftTest, Matrix.sum_apply, Matrix.diagonal_apply_eq]
        rw [Finset.sum_eq_single p.1]
        · simp
        · intro x _ hx
          simp [hx.symm]
        · simp
      · simp [shiftTest, Matrix.sum_apply, h]
    rw [hsum]
    refine sum_mem fun i _ => AddSubmonoid.subset_closure ⟨_, _, ?_, ?_, rfl⟩
    · exact Matrix.posSemidef_diagonal_iff.mpr fun x => by split_ifs <;> simp
    · exact Matrix.posSemidef_diagonal_iff.mpr fun x => by split_ifs <;> simp
  · ext p q
    by_cases h : p = q
    · subst h
      have hk : ∀ k, (p.2 = p.1 + k) ↔ (p.2 - p.1 = k) := fun k => sub_eq_iff_eq_add'.symm
      simp [shiftTest, Matrix.sum_apply, hk]
    · simp [shiftTest, Matrix.sum_apply, h]
  · -- the test leaves its state unchanged, and the state has norm one
    have hfix : shiftTest d k *ᵥ shiftState d k = shiftState d k := by
      ext p
      by_cases h : p.2 = p.1 + k <;> simp [shiftTest, shiftState, Matrix.mulVec_diagonal, h]
    have htr : star (shiftState d k) ⬝ᵥ shiftState d k
        = (reducedFirst (shiftState d k)).trace := by
      simp only [dotProduct, Fintype.sum_prod_type, Matrix.trace, Matrix.diag_apply,
        reducedFirst, Matrix.of_apply, Pi.star_apply, mul_comm]
    have hd : (d : ℂ) ≠ 0 := Nat.cast_ne_zero.mpr (NeZero.ne d)
    rw [born, hfix, htr, hmix k, Matrix.trace_smul, Matrix.trace_one, ZMod.card, smul_eq_mul,
      inv_mul_cancel₀ hd, Complex.one_re]

end

end LocalDiscriminationLimit
```

```lean
#print axioms LocalDiscriminationLimit.no_perfect_discrimination
```

```
'LocalDiscriminationLimit.no_perfect_discrimination' depends on axioms: [propext, Classical.choice, Quot.sound]
```

## States, measurements and the bound in Lean

A state is a function `ψ : m × n → ℂ` on finite index types. `IsLocallyMixed` sets its explicit partial trace equal to $I/m$, which for $m\ge1$ also fixes the norm to 1. `born` is the real part of $\langle\psi,E\psi\rangle$. `separableCone` is the additive closure of the Kronecker products of positive semidefinite matrices, and `IsSeparablePOVM` asks for elements in it that sum to the identity. The finite type `κ` labels both states and outcomes.

`sum_born_le` is the bound, `no_perfect_discrimination` its consequence when `κ` has more than $n$ elements, and `shiftState_witness` the attaining example for every $d\ge1$. Your case is $m=n$; the condition on the second reduced matrix is not needed.

The theorems concern pure states in finite dimension. Within that setting they limit how well two separated parties, using local operations and classical communication, can identify which of several maximally entangled states they share: local operations with classical communication always give separable POVMs, a standard fact that the file does not formalise.

## From Gram factors to the summed bound

`exists_gram` supplies $L$ and $M$, `born_gram` turns the probability into a squared length, and `trace_gram` identifies $\operatorname{tr}K^*K$ with $\|K\|^2$. `sum_kronecker_le` computes the entries of $(L\otimes M)\psi$ in `hK` and applies Cauchy-Schwarz to each pair $(a,b)$. `hsNormSq_mul_coeff` derives $CC^*=I/m$ and cycles the trace. `born_product_le` combines these.

`born_separable_le` extends the estimate by induction on the additive closure, with cases for a product, zero and a sum. `sum_born_le` then adds the estimates and evaluates the trace of the identity.

In `shiftState_witness`, `hmix` computes the reduced matrices, `hsum` writes each test as a sum of product projectors, and `hfix` shows that the test fixes its state. The probability is then the trace of the reduced matrix, which is 1.
